# The Tkatchenko–Scheffler combination rule for single-pole atoms

Let two isotropic atoms have static polarizabilities $p,q>0$ and like-atom $C_6$ dispersion coefficients $C_A,C_B$. If each is modelled with a single excitation, at effective frequencies $a>0$ and $b>0$ respectively, their mixed $C_6$ coefficient is

$$C_{AB}=\frac{2C_AC_B}{\frac qp C_A+\frac pq C_B}\le\sqrt{C_AC_B},$$

with equality exactly when $a=b$.

## Atoms with one effective excitation

At imaginary frequency $i\omega$, the polarizability of the first atom is modelled as

$$\alpha_A(\omega)=\frac{p}{1+(\omega/a)^2},$$

and that of the second, $\alpha_B$, likewise with $q$ and $b$. This postulate puts all the oscillator strength of an atom into one excitation; a real atom has many. For isotropic atoms with nonretarded long-range attraction $-C_{AB}/R^6$ at separation $R$, the Casimir–Polder formula in atomic units is

$$C_{AB}=\frac3\pi\int_0^\infty\alpha_A(\omega)\,\alpha_B(\omega)\,d\omega.$$

In the Tkatchenko–Scheffler pairwise dispersion correction to density-functional theory, the rule supplies mixed coefficients from like-atom coefficients and static polarizabilities. It is exact within this one-pole model and an approximation for real atoms.

## From the frequency integral to London's formula

The product of polarizabilities is $pq\,a^2b^2$ times $1/((a^2+\omega^2)(b^2+\omega^2))$. For $a\ne b$, partial fractions give

$$\frac1{(a^2+\omega^2)(b^2+\omega^2)}=\frac1{b^2-a^2}\left(\frac1{a^2+\omega^2}-\frac1{b^2+\omega^2}\right).$$

Since $\int_0^\infty d\omega/(c^2+\omega^2)=\pi/(2c)$ for $c>0$, the integral is

$$\frac{\pi}{2}\,\frac{1/a-1/b}{b^2-a^2}=\frac{\pi}{2ab(a+b)}.$$

For $a=b$, an antiderivative is

$$\frac1{2a^2}\left(\frac{\arctan(\omega/a)}a+\frac{\omega}{a^2+\omega^2}\right).$$

It vanishes at zero and tends to $\pi/(4a^3)$, in agreement with the same formula. Multiplying by $3pq\,a^2b^2/\pi$ gives

$$C_{AB}=\frac{3abpq}{2(a+b)},\qquad C_A=\frac{3ap^2}4,\qquad C_B=\frac{3bq^2}4.$$

## Eliminating the frequencies

The denominator of the rule is

$$\frac qpC_A+\frac pqC_B=\frac{3pq(a+b)}4,$$

while $2C_AC_B=9ab\,p^2q^2/8$. Their quotient is $3abpq/(2(a+b))=C_{AB}$.

For the bound, $C_{AB}^2=C_AC_B\cdot 4ab/(a+b)^2$, and therefore

$$C_AC_B-C_{AB}^2=C_AC_B\left(\frac{a-b}{a+b}\right)^2\ge0.$$

All coefficients are positive, so taking square roots gives the inequality. The difference vanishes only for $a=b$.

If $p$ and $C_A$ are the given data, the frequency follows by inversion: $a=4C_A/(3p^2)$.

## A numerical instance

In atomic units, take $p=2$, $q=4$, $a=1$, $b=3$. Then $C_A=3$ and $C_B=36$, and the rule gives

$$C_{AB}=\frac{2\cdot3\cdot36}{2\cdot3+\frac12\cdot36}=\frac{216}{24}=9.$$

London's formula gives $72/8=9$ as well. The geometric mean is $\sqrt{108}\approx10.39$, and the difference of the squares is $108-81=27=108\cdot(1/2)^2$.

## The statement in Lean

`polarizability p a` is a real function of the imaginary-axis frequency, and `C6` is the Casimir–Polder integral over `Ioi 0`, the positive half-line. Thus $C_A$, $C_B$ and $C_{AB}$ are all values of `C6`, and their closed forms are theorems.

`combination_rule` and `geometric_mean_bound` assume that all four parameters are positive. `mixed_from_reference_data` starts instead from positive polarizabilities and coefficients `A`, `B`. It assigns frequencies by `effectiveFrequency`, recovers `A` and `B`, and obtains the mixed coefficient from the rule.

The theorems concern one isolated pair. The rescaling of atomic data by the molecular environment, short-range damping and many-body coupling are not modelled.

```lean
import Mathlib

open MeasureTheory Set Filter Topology
open scoped Real

namespace TkatchenkoScheffler

noncomputable section

/-- Single-pole polarizability at imaginary frequency `ω`, with static value `p` and
effective excitation frequency `a`. -/
def polarizability (p a ω : ℝ) : ℝ := p / (1 + (ω / a) ^ 2)

/-- The Casimir-Polder dispersion coefficient of two polarizabilities given on the
imaginary frequency axis (atomic units). -/
def C6 (α β : ℝ → ℝ) : ℝ := 3 / π * ∫ ω in Ioi (0 : ℝ), α ω * β ω

/-- The effective frequency assigned to an atom with static polarizability `p` and
like-atom dispersion coefficient `C`. -/
def effectiveFrequency (p C : ℝ) : ℝ := 4 * C / (3 * p ^ 2)

/-- A Lorentzian denominator written over a common denominator. -/
lemma one_add_div_sq {a : ℝ} (ha : 0 < a) (x : ℝ) :
    1 + (x / a) ^ 2 = (a ^ 2 + x ^ 2) / a ^ 2 := by
  have h : a ≠ 0 := ha.ne'
  field_simp

/-- The integral over all positive frequencies of a product of two Lorentzians. -/
lemma integral_lorentzians {a b : ℝ} (ha : 0 < a) (hb : 0 < b) :
    ∫ x in Ioi (0 : ℝ), 1 / ((a ^ 2 + x ^ 2) * (b ^ 2 + x ^ 2))
      = π / (2 * a * b * (a + b)) := by
  -- derivative and limit of the arctangent building block
  have hder : ∀ c : ℝ, 0 < c → ∀ x : ℝ,
      HasDerivAt (fun y => Real.arctan (y / c) / c) (1 / (c ^ 2 + x ^ 2)) x := by
    intro c hc x
    have hs : c ^ 2 + x ^ 2 ≠ 0 := by positivity
    refine ((((hasDerivAt_id' x).div_const c).arctan).div_const c).congr_deriv ?_
    rw [one_add_div_sq hc]
    field_simp
  have hlim : ∀ c : ℝ, 0 < c →
      Tendsto (fun y => Real.arctan (y / c) / c) atTop (𝓝 (π / 2 / c)) := by
    intro c hc
    have h1 : Tendsto (fun y : ℝ => y / c) atTop atTop := tendsto_id.atTop_div_const hc
    exact ((Real.tendsto_arctan_atTop.mono_right nhdsWithin_le_nhds).comp h1).div_const c
  have hp : ∀ x ∈ Ioi (0 : ℝ), 0 ≤ 1 / ((a ^ 2 + x ^ 2) * (b ^ 2 + x ^ 2)) := by
    intro x _
    positivity
  rcases eq_or_ne a b with rfl | hab
  · -- equal frequencies: a rational term joins the arctangent
    have hd : ∀ x ∈ Ici (0 : ℝ), HasDerivAt
        (fun y => (Real.arctan (y / a) / a + y / (a ^ 2 + y ^ 2)) / (2 * a ^ 2))
        (1 / ((a ^ 2 + x ^ 2) * (a ^ 2 + x ^ 2))) x := by
      intro x _
      have hs : a ^ 2 + x ^ 2 ≠ 0 := by positivity
      have h2 : HasDerivAt (fun y : ℝ => a ^ 2 + y ^ 2) (2 * x) x := by
        simpa using (hasDerivAt_pow 2 x).const_add (a ^ 2)
      refine (((hder a ha x).fun_add ((hasDerivAt_id' x).fun_div h2 hs)).div_const
        (2 * a ^ 2)).congr_deriv ?_
      field_simp
      ring
    have h0 : Tendsto (fun y : ℝ => y / (a ^ 2 + y ^ 2)) atTop (𝓝 0) := by
      have h1 : Tendsto (fun y : ℝ => y⁻¹) atTop (𝓝 0) := tendsto_inv_atTop_zero
      refine squeeze_zero' ?_ ?_ h1
      · filter_upwards [eventually_gt_atTop (0 : ℝ)] with y hy
        positivity
      · filter_upwards [eventually_gt_atTop (0 : ℝ)] with y hy
        rw [inv_eq_one_div, div_le_div_iff₀ (by positivity) hy]
        nlinarith [sq_nonneg a]
    refine (integral_Ioi_of_hasDerivAt_of_nonneg' hd hp
      (((hlim a ha).add h0).div_const (2 * a ^ 2))).trans ?_
    simp only [zero_div, Real.arctan_zero, sub_zero, add_zero]
    field_simp
    ring
  · -- distinct frequencies: partial fractions
    have hne : b ^ 2 - a ^ 2 ≠ 0 := by
      intro h
      have h' : (b - a) * (a + b) = 0 := by linear_combination h
      apply hab
      rcases mul_eq_zero.mp h' with h | h <;> linarith
    have hd : ∀ x ∈ Ici (0 : ℝ), HasDerivAt
        (fun y => (Real.arctan (y / a) / a - Real.arctan (y / b) / b) / (b ^ 2 - a ^ 2))
        (1 / ((a ^ 2 + x ^ 2) * (b ^ 2 + x ^ 2))) x := by
      intro x _
      have hs : a ^ 2 + x ^ 2 ≠ 0 := by positivity
      have ht : b ^ 2 + x ^ 2 ≠ 0 := by positivity
      refine (((hder a ha x).fun_sub (hder b hb x)).div_const
        (b ^ 2 - a ^ 2)).congr_deriv ?_
      rw [div_sub_div _ _ hs ht, div_div, div_eq_div_iff
        (mul_ne_zero (mul_ne_zero hs ht) hne) (mul_ne_zero hs ht)]
      ring
    refine (integral_Ioi_of_hasDerivAt_of_nonneg' hd hp
      (((hlim a ha).sub (hlim b hb)).div_const (b ^ 2 - a ^ 2))).trans ?_
    simp only [zero_div, Real.arctan_zero, sub_zero]
    rw [div_eq_div_iff hne (by positivity)]
    field_simp
    ring

variable {p q a b : ℝ}

/-- London formula: the Casimir-Polder coefficient of two single-pole atoms in terms of
their static polarizabilities and effective frequencies. -/
theorem london_formula (ha : 0 < a) (hb : 0 < b) :
    C6 (polarizability p a) (polarizability q b) = 3 * a * b * p * q / (2 * (a + b)) := by
  have h : ∀ ω, polarizability p a ω * polarizability q b ω
      = p * q * a ^ 2 * b ^ 2 * (1 / ((a ^ 2 + ω ^ 2) * (b ^ 2 + ω ^ 2))) := by
    intro ω
    have hs : a ^ 2 + ω ^ 2 ≠ 0 := by positivity
    have ht : b ^ 2 + ω ^ 2 ≠ 0 := by positivity
    unfold polarizability
    rw [one_add_div_sq ha, one_add_div_sq hb]
    field_simp
  have hpi : π ≠ 0 := Real.pi_ne_zero
  simp only [C6, h]
  rw [integral_const_mul, integral_lorentzians ha hb]
  field_simp

/-- The dispersion coefficient between two identical single-pole atoms. -/
theorem like_atoms (ha : 0 < a) :
    C6 (polarizability p a) (polarizability p a) = 3 * a * p ^ 2 / 4 := by
  rw [london_formula ha ha]
  field_simp
  ring

/-- Tkatchenko-Scheffler combination rule: the mixed dispersion coefficient follows from
the two like-atom coefficients and the static polarizabilities. -/
theorem combination_rule (hp : 0 < p) (hq : 0 < q) (ha : 0 < a) (hb : 0 < b) :
    C6 (polarizability p a) (polarizability q b)
      = 2 * C6 (polarizability p a) (polarizability p a)
          * C6 (polarizability q b) (polarizability q b)
        / (q / p * C6 (polarizability p a) (polarizability p a)
          + p / q * C6 (polarizability q b) (polarizability q b)) := by
  rw [london_formula ha hb, like_atoms ha, like_atoms hb]
  -- the denominator is proportional to the sum of the frequencies
  have hden : q / p * (3 * a * p ^ 2 / 4) + p / q * (3 * b * q ^ 2 / 4)
      = 3 * p * q * (a + b) / 4 := by
    field_simp
  rw [hden, div_eq_div_iff (by positivity) (by positivity)]
  ring

/-- The squared mixed coefficient falls short of the product of the like-atom coefficients
by a fraction equal to the squared relative frequency mismatch. -/
theorem geometric_mean_deficit (ha : 0 < a) (hb : 0 < b) :
    C6 (polarizability p a) (polarizability p a) * C6 (polarizability q b) (polarizability q b)
        - C6 (polarizability p a) (polarizability q b) ^ 2
      = C6 (polarizability p a) (polarizability p a)
        * C6 (polarizability q b) (polarizability q b) * ((a - b) / (a + b)) ^ 2 := by
  rw [london_formula ha hb, like_atoms ha, like_atoms hb]
  have hs : a + b ≠ 0 := by positivity
  field_simp
  ring

/-- The mixed dispersion coefficient is at most the geometric mean of the like-atom
coefficients, with equality exactly when the effective frequencies coincide. -/
theorem geometric_mean_bound (hp : 0 < p) (hq : 0 < q) (ha : 0 < a) (hb : 0 < b) :
    C6 (polarizability p a) (polarizability q b)
        ≤ Real.sqrt (C6 (polarizability p a) (polarizability p a)
          * C6 (polarizability q b) (polarizability q b)) ∧
    (C6 (polarizability p a) (polarizability q b)
        = Real.sqrt (C6 (polarizability p a) (polarizability p a)
          * C6 (polarizability q b) (polarizability q b)) ↔ a = b) := by
  have hdef := geometric_mean_deficit (p := p) (q := q) ha hb
  have hM : 0 < C6 (polarizability p a) (polarizability q b) := by
    rw [london_formula ha hb]; positivity
  have hA : 0 < C6 (polarizability p a) (polarizability p a) := by
    rw [like_atoms ha]; positivity
  have hB : 0 < C6 (polarizability q b) (polarizability q b) := by
    rw [like_atoms hb]; positivity
  generalize C6 (polarizability p a) (polarizability q b) = M at *
  generalize C6 (polarizability p a) (polarizability p a) = A at *
  generalize C6 (polarizability q b) (polarizability q b) = B at *
  have hAB : 0 < A * B := mul_pos hA hB
  refine ⟨?_, ?_, ?_⟩
  · rw [Real.le_sqrt' hM]
    have := mul_nonneg hAB.le (sq_nonneg ((a - b) / (a + b)))
    linarith
  · -- equality forces the frequency mismatch to vanish
    intro h
    have hsq : M ^ 2 = A * B := by rw [h, Real.sq_sqrt hAB.le]
    have hz : A * B * ((a - b) / (a + b)) ^ 2 = 0 := by rw [← hdef, hsq, sub_self]
    have h1 : (a - b) / (a + b) = 0 :=
      pow_eq_zero_iff (two_ne_zero) |>.mp ((mul_eq_zero.mp hz).resolve_left hAB.ne')
    have h2 : a - b = 0 := (div_eq_zero_iff.mp h1).resolve_right (by positivity)
    linarith
  · intro h
    have hsq : A * B = M ^ 2 := by
      rw [h, sub_self, zero_div] at hdef
      linarith
    rw [hsq, Real.sqrt_sq hM.le]

/-- For any positive reference polarizabilities `p`, `q` and coefficients `A`, `B`, atoms with
the assigned effective frequencies have like-atom coefficients `A` and `B`, and their mixed
coefficient is given by the combination rule. -/
theorem mixed_from_reference_data {A B : ℝ} (hp : 0 < p) (hq : 0 < q)
    (hA : 0 < A) (hB : 0 < B) :
    C6 (polarizability p (effectiveFrequency p A))
        (polarizability p (effectiveFrequency p A)) = A ∧
    C6 (polarizability q (effectiveFrequency q B))
        (polarizability q (effectiveFrequency q B)) = B ∧
    C6 (polarizability p (effectiveFrequency p A))
        (polarizability q (effectiveFrequency q B))
      = 2 * A * B / (q / p * A + p / q * B) := by
  have key : ∀ r C : ℝ, 0 < r → 0 < C → 0 < effectiveFrequency r C ∧
      C6 (polarizability r (effectiveFrequency r C))
        (polarizability r (effectiveFrequency r C)) = C := by
    intro r C hr hC
    have hpos : 0 < effectiveFrequency r C := by unfold effectiveFrequency; positivity
    refine ⟨hpos, ?_⟩
    rw [like_atoms hpos]
    unfold effectiveFrequency
    field_simp
  obtain ⟨ha, h1⟩ := key p A hp hA
  obtain ⟨hb, h2⟩ := key q B hq hB
  refine ⟨h1, h2, ?_⟩
  rw [combination_rule hp hq ha hb, h1, h2]

end

end TkatchenkoScheffler
```

```lean
#print axioms TkatchenkoScheffler.combination_rule
-- 'TkatchenkoScheffler.combination_rule' depends on axioms: [propext, Classical.choice, Quot.sound]
#print axioms TkatchenkoScheffler.geometric_mean_bound
-- 'TkatchenkoScheffler.geometric_mean_bound' depends on axioms: [propext, Classical.choice, Quot.sound]
#print axioms TkatchenkoScheffler.mixed_from_reference_data
-- 'TkatchenkoScheffler.mixed_from_reference_data' depends on axioms: [propext, Classical.choice, Quot.sound]
```

## How the proof follows the calculation

`integral_lorentzians` carries the analysis. Its local facts `hder` and `hlim` give the derivative of $\arctan(x/c)/c$ and its limit at infinity. The proof then splits into equal frequencies, with the antiderivative displayed above, and distinct frequencies, where partial fractions give a difference of two arctangent terms. In the equal case, the rational term $y/(a^2+y^2)$, with $y$ the frequency, is squeezed to zero between $0$ and $1/y$. Because the integrand is nonnegative, `integral_Ioi_of_hasDerivAt_of_nonneg'` turns the antiderivative and its limit into the value of the integral.

`london_formula` pulls out the constant factor and inserts this value; `like_atoms` sets the two atoms equal. In `combination_rule`, the step `hden` is the simplification of the denominator, after which `ring` checks the cross-multiplied identity.

`geometric_mean_deficit` is the exact identity for the squared coefficients. `geometric_mean_bound` names the three coefficients `M`, `A` and `B` and works from that identity and their positivity, which the closed forms supply. Positivity of `M` allows the inequality to be squared; positivity of `A * B` forces the frequency mismatch to vanish when equality holds.

Finally, `key` in `mixed_from_reference_data` shows that an assigned frequency is positive and reproduces its coefficient. Substitution into `combination_rule` finishes the proof.
